# Potential and double counting for a dispersion energy quadratic in atomic volumes

## A dispersion energy that depends on the density

In dispersion corrections of the Tkatchenko–Scheffler type, an atom in a molecule is more or less polarizable than the free atom according to its volume, and that volume is computed from the electron density. The dispersion energy therefore changes when the density changes, and a self-consistent calculation needs the corresponding potential.

Let \(n_g\) be the density at grid point \(g\). The volume of atom \(A\) is

\[
V_A(n)=\sum_g c_{Ag}n_g ,
\]

where \(c_{Ag}\) is the Hirshfeld weight times the cubed distance from the nucleus, with any quadrature weight absorbed. For fixed nuclei and weights built from free-atom densities, \(c_{Ag}\) does not depend on \(n\). The damping in the Tkatchenko–Scheffler method also depends on the volumes; here it is held fixed. With a constant real matrix \(K\), the energy is then

\[
E(n)=-\tfrac12\sum_{AB}K_{AB}V_A(n)V_B(n).
\]

## Where the kernel comes from

Let \(a_A\) and \(C^0_A\) be the polarizability and the like-atom \(C_6\) coefficient of free atom \(A\), and \(C_{AB}\) the free-atom pair coefficient. The combination rule is

\[
C_{AB}\,(a_B^2C^0_A+a_A^2C^0_B)=2a_Aa_BC^0_AC^0_B .
\]

It stands for atoms that each respond with a single characteristic frequency. In the molecule, \(a_A\to s_Aa_A\) and \(C^0_A\to s_A^2C^0_A\), where \(s_A=V_A/V^0_A\) and \(V^0_A\) is the free volume. The bracket gains the factor \(s_A^2s_B^2\) and the right side \(s_A^3s_B^3\). If all these quantities are positive, the bracket can be cancelled, and the new pair coefficient is \(C'_{AB}=s_As_BC_{AB}\).

Let \(F_{AB}\) collect the distance dependence and the damping. If \(F\) is fixed, then

\[
-\tfrac12\sum_{AB}F_{AB}C'_{AB}=E(n),\qquad K_{AB}=\frac{F_{AB}C_{AB}}{V^0_AV^0_B}.
\]

Setting \(F_{AA}=0\) removes self-terms, and the factor \(\tfrac12\) corrects for counting each pair twice.

## The potential and the factor of two

Since \(\partial V_A/\partial n_g=c_{Ag}\), the product rule gives

\[
\frac{\partial E}{\partial n_g}=-\tfrac12\sum_{AB}K_{AB}\,(c_{Ag}V_B+V_Ac_{Bg}).
\]

For symmetric \(K\), exchanging the names \(A\) and \(B\) turns the second term into the first, so the derivative is

\[
v_g=-\sum_{AB}c_{Ag}K_{AB}V_B(n).
\]

Sum this against any density change \(m\) and carry out the grid sum first:

\[
\sum_gv_gm_g=-\sum_{AB}K_{AB}V_A(m)V_B(n).
\]

For \(m=n\) the right side is \(2E(n)\). In a converged Kohn–Sham calculation that includes this potential, the sum of occupied orbital energies thus contains the dispersion energy twice in this fixed-damping model, and one copy must be subtracted on the way to the total energy, besides the usual corrections for the Hartree and exchange–correlation terms.

For a finite change, \(V_A(n+m)=V_A(n)+V_A(m)\). Multiplying out gives \(E(n)\), \(E(m)\) and two cross terms, which are equal for symmetric \(K\) and add up to the sum above:

\[
E(n+m)=E(n)+\sum_gv_gm_g+E(m).
\]

Linearising the dispersion energy about \(n\) therefore makes an error of exactly \(E(m)\).

## Two atoms, with and without a symmetric kernel

Take two atoms and two grid points with \(V_1=n_1\), \(V_2=n_2\), and let \(K_{12}=K_{21}=k\) be the only non-zero entries. Then \(E=-kn_1n_2\) and the potential is \((-kn_2,-kn_1)\), which is the gradient of \(E\). The sum \(\sum_gn_gv_g=-2kn_1n_2\) is \(2E\).

To see what symmetry does, keep these volumes and let \(K_{12}=1\) be the only non-zero entry. Then \(E=-\tfrac12n_1n_2\) has the gradient \((-\tfrac12n_2,-\tfrac12n_1)\), while the formula for \(v\) gives \((-n_2,0)\). The derivative is wrong, yet \(\sum_gn_gv_g=-n_1n_2=2E\) still holds.

## The statements in Lean

The finite types `ι` and `G` label atoms and grid points. A density is any function `G → ℝ`; neither its sign nor the electron number is constrained. `atomVolume`, `energy` and `potential` are \(V_A\), \(E\) and \(v_g\).

`HasFDerivAt` in `hasFDerivAt_energy` says that the full derivative at `n` is the linear map \(m\mapsto\sum_gv_gm_g\), written `gridPairing (potential K c n)`. A unit change at one grid point recovers \(\partial E/\partial n_g=v_g\). This is a derivative with respect to grid values; the functional derivative in space is \(v_g\) divided by the quadrature weight at \(g\).

The hypothesis `K.IsSymm` appears in `hasFDerivAt_energy` and `energy_add`, but not in `sum_density_mul_potential`. In `pairwise_energy_eq`, the hypotheses `h` and `h'` are the combination rule for free and for scaled atoms; the rule and the volume scaling are assumed, not derived.

The model leaves out damping that depends on the density through van der Waals radii, and Hirshfeld weights that are iterated with the density. Either would add terms to the potential.

```lean
import Mathlib

noncomputable section

namespace HirshfeldDispersion

variable {ι G : Type*} [Fintype ι] [Fintype G]

/-- The volume of atom `A`: the grid density `n` summed with fixed coefficients `c A g` (Hirshfeld
weight times cubed distance to the nucleus, with any quadrature weight absorbed). -/
def atomVolume (c : ι → G → ℝ) (n : G → ℝ) (A : ι) : ℝ :=
  ∑ g, c A g * n g

/-- The dispersion energy of the density `n`, quadratic in the atomic volumes. -/
def energy (K : Matrix ι ι ℝ) (c : ι → G → ℝ) (n : G → ℝ) : ℝ :=
  -(1 / 2) * ∑ A, ∑ B, K A B * atomVolume c n A * atomVolume c n B

/-- The dispersion potential at the grid point `g`. -/
def potential (K : Matrix ι ι ℝ) (c : ι → G → ℝ) (n : G → ℝ) (g : G) : ℝ :=
  -∑ A, ∑ B, c A g * K A B * atomVolume c n B

/-- The linear functional that sums a density change against a potential `v` on the grid. -/
def gridPairing (v : G → ℝ) : (G → ℝ) →L[ℝ] ℝ :=
  ∑ g, v g • (ContinuousLinearMap.proj g : (G → ℝ) →L[ℝ] ℝ)

/-- The grid functional of `v` takes the density change `m` to the sum of `v g * m g`. -/
theorem gridPairing_apply (v m : G → ℝ) : gridPairing v m = ∑ g, v g * m g := by
  simp [gridPairing]

/-- The potential of `n` summed against a density change `m` couples the volumes of `m`
to the volumes of `n`. -/
theorem sum_potential_mul (K : Matrix ι ι ℝ) (c : ι → G → ℝ) (n m : G → ℝ) :
    ∑ g, potential K c n g * m g =
      -∑ A, ∑ B, K A B * atomVolume c m A * atomVolume c n B := by
  have h : ∀ A B, K A B * atomVolume c m A * atomVolume c n B =
      ∑ g, c A g * K A B * atomVolume c n B * m g := by
    intro A B
    calc K A B * atomVolume c m A * atomVolume c n B
        = (∑ g, c A g * m g) * (K A B * atomVolume c n B) := by
          unfold atomVolume
          ring
      _ = _ := by
          rw [Finset.sum_mul]
          exact Finset.sum_congr rfl fun g _ => by ring
  simp only [potential, h, neg_mul, Finset.sum_neg_distrib, Finset.sum_mul]
  -- exchange the grid sum with the two sums over atoms
  exact congrArg Neg.neg
    (Finset.sum_comm.trans (Finset.sum_congr rfl fun A _ => Finset.sum_comm))

/-- For a symmetric kernel the coupling between the volumes of two densities is the same
in either order. -/
theorem coupling_symm {K : Matrix ι ι ℝ} (hK : K.IsSymm) (c : ι → G → ℝ) (n m : G → ℝ) :
    ∑ A, ∑ B, K A B * atomVolume c m A * atomVolume c n B =
      ∑ A, ∑ B, K A B * atomVolume c n A * atomVolume c m B :=
  Finset.sum_comm.trans (Finset.sum_congr rfl fun A _ =>
    Finset.sum_congr rfl fun B _ => by rw [hK.apply A B]; ring)

/-- For a symmetric kernel, the derivative of the dispersion energy with respect to the
grid density is the dispersion potential. -/
theorem hasFDerivAt_energy {K : Matrix ι ι ℝ} (hK : K.IsSymm) (c : ι → G → ℝ)
    (n : G → ℝ) :
    HasFDerivAt (energy K c) (gridPairing (potential K c n)) n := by
  -- each volume is linear in the density
  have hV : ∀ A, HasFDerivAt (fun x => atomVolume c x A) (gridPairing (c A)) n := by
    intro A
    have e : (fun x => atomVolume c x A) = fun x => gridPairing (c A) x :=
      funext fun x => (gridPairing_apply (c A) x).symm
    rw [e]
    exact (gridPairing (c A)).hasFDerivAt
  -- the product rule for one pair of atoms
  have h1 : ∀ A B, HasFDerivAt (fun x => K A B * atomVolume c x A * atomVolume c x B)
      ((K A B * atomVolume c n A) • gridPairing (c B) +
        atomVolume c n B • (K A B • gridPairing (c A))) n :=
    fun A B => ((hV A).const_mul (K A B)).mul (hV B)
  have h2 := (HasFDerivAt.fun_sum (u := Finset.univ) fun A _ =>
    HasFDerivAt.fun_sum (u := Finset.univ) fun B _ => h1 A B).const_mul (-(1 / 2 : ℝ))
  refine h2.congr_fderiv (ContinuousLinearMap.ext fun m => ?_)
  have hv : ∀ A, gridPairing (c A) m = atomVolume c m A :=
    fun A => gridPairing_apply (c A) m
  rw [gridPairing_apply (potential K c n) m, sum_potential_mul]
  simp only [smul_apply, sum_apply,
    add_apply, smul_eq_mul, hv]
  have key : ∑ A, ∑ B, (K A B * atomVolume c n A * atomVolume c m B +
      atomVolume c n B * (K A B * atomVolume c m A)) =
      ∑ A, ∑ B, K A B * atomVolume c n A * atomVolume c m B +
        ∑ A, ∑ B, K A B * atomVolume c m A * atomVolume c n B := by
    simp only [← Finset.sum_add_distrib]
    exact Finset.sum_congr rfl fun A _ => Finset.sum_congr rfl fun B _ => by ring
  -- symmetry of the kernel makes the two halves equal
  rw [key, coupling_symm hK c n m]
  ring

/-- The density summed against its own dispersion potential is twice the dispersion
energy. -/
theorem sum_density_mul_potential (K : Matrix ι ι ℝ) (c : ι → G → ℝ) (n : G → ℝ) :
    ∑ g, n g * potential K c n g = 2 * energy K c n := by
  calc ∑ g, n g * potential K c n g = ∑ g, potential K c n g * n g :=
        Finset.sum_congr rfl fun g _ => mul_comm _ _
    _ = 2 * energy K c n := by
        rw [sum_potential_mul]
        unfold energy
        ring

/-- For a symmetric kernel, the energy after a finite density change `m` is the old energy,
plus the old potential summed against `m`, plus the dispersion energy of `m` itself. -/
theorem energy_add {K : Matrix ι ι ℝ} (hK : K.IsSymm) (c : ι → G → ℝ) (n m : G → ℝ) :
    energy K c (n + m) =
      energy K c n + ∑ g, potential K c n g * m g + energy K c m := by
  have hadd : ∀ A, atomVolume c (n + m) A = atomVolume c n A + atomVolume c m A := by
    intro A
    simp only [atomVolume, Pi.add_apply, mul_add, Finset.sum_add_distrib]
  have key : ∑ A, ∑ B, K A B * atomVolume c (n + m) A * atomVolume c (n + m) B =
      ∑ A, ∑ B, K A B * atomVolume c n A * atomVolume c n B +
      ∑ A, ∑ B, K A B * atomVolume c n A * atomVolume c m B +
      ∑ A, ∑ B, K A B * atomVolume c m A * atomVolume c n B +
      ∑ A, ∑ B, K A B * atomVolume c m A * atomVolume c m B := by
    simp only [← Finset.sum_add_distrib]
    exact Finset.sum_congr rfl fun A _ => Finset.sum_congr rfl fun B _ => by
      rw [hadd, hadd]
      ring
  rw [sum_potential_mul]
  unfold energy
  rw [key, coupling_symm hK c n m]
  ring

/-- The combination rule, cleared of denominators, that relates the coefficient `C` of an
atom pair to the polarizabilities `a`, `b` and the like-atom coefficients `Ca`, `Cb`. -/
def CombinationRule (a b Ca Cb C : ℝ) : Prop :=
  C * (b ^ 2 * Ca + a ^ 2 * Cb) = 2 * a * b * Ca * Cb

/-- Let the pair coefficients `C` and `C'` obey the combination rule before and after scaling. If
positive polarizabilities scale with positive volume ratios `v`, `w` and positive like-atom
coefficients with their squares, then `C'` is `v * w * C`. -/
theorem pair_coefficient_scaling {a b Ca Cb C C' v w : ℝ} (ha : 0 < a) (hb : 0 < b)
    (hCa : 0 < Ca) (hCb : 0 < Cb) (hv : 0 < v) (hw : 0 < w)
    (h : CombinationRule a b Ca Cb C)
    (h' : CombinationRule (v * a) (w * b) (v ^ 2 * Ca) (w ^ 2 * Cb) C') :
    C' = v * w * C := by
  unfold CombinationRule at h h'
  have hD : 0 < v ^ 2 * w ^ 2 * (b ^ 2 * Ca + a ^ 2 * Cb) := by positivity
  apply mul_right_cancel₀ hD.ne'
  linear_combination h' - v ^ 3 * w ^ 3 * h

/-- Let the free-atom data and the atomic volumes be positive, and let the pair coefficients `C` and
`C'` obey the combination rule for the free and the volume-scaled atoms. Then the pairwise energy
with coefficients `C'` and fixed factors `F` is the quadratic dispersion energy with kernel
`F A B * C A B / (V₀ A * V₀ B)`. -/
theorem pairwise_energy_eq (F C C' : Matrix ι ι ℝ) (c : ι → G → ℝ) (n : G → ℝ)
    (V₀ a C₀ : ι → ℝ) (hV₀ : ∀ A, 0 < V₀ A) (ha : ∀ A, 0 < a A) (hC₀ : ∀ A, 0 < C₀ A)
    (hV : ∀ A, 0 < atomVolume c n A)
    (h : ∀ A B, CombinationRule (a A) (a B) (C₀ A) (C₀ B) (C A B))
    (h' : ∀ A B, CombinationRule (atomVolume c n A / V₀ A * a A)
      (atomVolume c n B / V₀ B * a B) ((atomVolume c n A / V₀ A) ^ 2 * C₀ A)
      ((atomVolume c n B / V₀ B) ^ 2 * C₀ B) (C' A B)) :
    -(1 / 2) * ∑ A, ∑ B, F A B * C' A B =
      energy (Matrix.of fun A B => F A B * C A B / (V₀ A * V₀ B)) c n := by
  unfold energy
  congr 1
  refine Finset.sum_congr rfl fun A _ => Finset.sum_congr rfl fun B _ => ?_
  rw [Matrix.of_apply, pair_coefficient_scaling (ha A) (ha B) (hC₀ A) (hC₀ B)
    (div_pos (hV A) (hV₀ A)) (div_pos (hV B) (hV₀ B)) (h A B) (h' A B)]
  ring

end HirshfeldDispersion
```

```lean
#print axioms HirshfeldDispersion.hasFDerivAt_energy
-- 'HirshfeldDispersion.hasFDerivAt_energy' depends on axioms: [propext, Classical.choice, Quot.sound]
#print axioms HirshfeldDispersion.sum_density_mul_potential
-- 'HirshfeldDispersion.sum_density_mul_potential' depends on axioms: [propext, Classical.choice, Quot.sound]
#print axioms HirshfeldDispersion.energy_add
-- 'HirshfeldDispersion.energy_add' depends on axioms: [propext, Classical.choice, Quot.sound]
#print axioms HirshfeldDispersion.pairwise_energy_eq
-- 'HirshfeldDispersion.pairwise_energy_eq' depends on axioms: [propext, Classical.choice, Quot.sound]
```

## From the grid sum to the derivative

`sum_potential_mul` is the grid sum done by hand above: `h` writes each pair term as a sum over `g`, and `Finset.sum_comm` exchanges the order of summation. `coupling_symm` is the renaming of \(A\) and \(B\), with `hK.apply` supplying the symmetry of the kernel.

In `hasFDerivAt_energy`, `hV` differentiates one volume, `h1` applies the product rule to one pair, and `h2` sums over pairs. This gives the derivative in its unsymmetrised form. `congr_fderiv` allows it to be replaced by the desired map once both agree on every `m`; `key` separates the two halves, and `coupling_symm` makes them equal.

`sum_density_mul_potential` is `sum_potential_mul` with `m` equal to `n`. In `energy_add`, `hadd` is the additivity of volumes and `key` the multiplied-out product.

## Cancelling the denominator

In `pair_coefficient_scaling`, `hD` shows that the scaled bracket is positive, so `mul_right_cancel₀` may cancel it. The remaining identity is the scaled rule minus \(v^3w^3\) times the free-atom rule, where `v` and `w` are the two volume ratios; `linear_combination` checks this. `pairwise_energy_eq` applies the result to each pair and moves the free volumes into the kernel.
